# A lower bound on real RPA frequencies when the coupling $B$ is weaker than $A$

Take a single particle-hole transition, with excitation amplitude $X$, de-excitation amplitude $Y$ and two real numbers $a > b \ge 0$. The RPA equations at frequency $w$ are

$$aX + bY = wX, \qquad bX + aY = -wY .$$

A nonzero solution requires $(a-w)(a+w) - b^2 = 0$, so $w^2 = a^2 - b^2$. For $a=5$ and $b=3$ the positive frequency is $w=4$, with $X=3$ and $Y=-1$ up to a common factor. The coupling has lowered the frequency from 5 to 4, but not as far as $a-b=2$.

To see what carries over to matrices, multiply the first equation by $X$, the second by $Y$, and add:

$$a(X^2+Y^2) + 2bXY = w(X^2 - Y^2).$$

The left side is positive because $b<a$, so $w$ cannot vanish. In the example both sides equal 32.

## From one transition to many

Let $A$ and $B$ be real square matrices over a finite set of transitions, with $B$ symmetric, and suppose that for every real vector $v$

$$v\cdot Av \ge a\, v\cdot v, \qquad |v\cdot Bv| \le b\, v\cdot v, \qquad b<a .$$

The constant $a$ is a floor under the excitation energies of the Tamm–Dancoff approximation, in which $B$ is neglected; for symmetric $A$ the best choice is the lowest eigenvalue of $A$. The constant $b$ limits the strength with which excitations and de-excitations are coupled. The claim is that every real solution $(X,Y)\neq(0,0)$ of

$$AX+BY=wX, \qquad BX+AY=-wY$$

with real $w$ satisfies $w^2\ge a^2-b^2$. Consequently $|w|\ge a-b$, with strict inequality if $b>0$.

**The sign of $b$.** For any $v\ne0$ we have $0\le|v\cdot Bv|\le b\,v\cdot v$ and $v\cdot v>0$, so $b\ge0$.

**Matrix elements of $B$.** Write $x=|X|$, $y=|Y|$ and $p=X\cdot BY$. Since $B$ is symmetric, $Y\cdot BX=p$ as well. For any real $c$, the bound on $B$ at $cX+Y$ and at $cX-Y$ gives

$$c^2X\cdot BX+2cp+Y\cdot BY\le b(c^2x^2+2c\,X\cdot Y+y^2),$$
$$c^2X\cdot BX-2cp+Y\cdot BY\ge -b(c^2x^2-2c\,X\cdot Y+y^2).$$

Subtracting the second from the first leaves $4cp\le 2b(c^2x^2+y^2)$, that is,

$$0\le bx^2c^2-2pc+by^2\quad\text{for all } c.$$

The discriminant of this polynomial cannot be positive, so $4p^2-4b^2x^2y^2\le0$ and $|p|\le bxy$. If $bx^2=0$, the polynomial is linear in $c$ and can stay nonnegative only if $p=0$, which agrees with the same bound.

**Projection.** The scalar products of the two RPA equations with $X$ and $Y$ are

$$X\cdot AX+p=wx^2,\qquad Y\cdot AY+p=-wy^2 .$$

Adding them and using the bounds on $A$ and $p$,

$$w(x^2-y^2)=X\cdot AX+Y\cdot AY+2p\ \ge\ a(x^2+y^2)-2bxy .$$

The right side equals $(a-b)(x^2+y^2)+b(x-y)^2$, which is positive because the solution is nonzero. Hence $x^2\ne y^2$.

**Squaring.** Both sides are positive, so the inequality may be squared. Expanding confirms the identity

$$\bigl(a(x^2+y^2)-2bxy\bigr)^2=(a^2-b^2)(x^2-y^2)^2+\bigl(2axy-b(x^2+y^2)\bigr)^2 .$$

Dropping the last square gives $w^2(x^2-y^2)^2\ge(a^2-b^2)(x^2-y^2)^2$, and division by $(x^2-y^2)^2>0$ gives $w^2\ge a^2-b^2$.

**The linear bound.** Since $a^2-b^2=(a-b)^2+2b(a-b)$, we have $w^2\ge(a-b)^2$, strictly if $b>0$. Taking square roots finishes the argument.

For linear-response TDDFT with real orbitals, a frequency-independent kernel and a finite set of transitions, this turns separate bounds on $A$ and $B$ into a lower bound on every real excitation energy, provided that $b<a$. This condition can fail even when all frequencies are real and nonzero: for $A=\mathrm{diag}(1,10)$ and $B=\mathrm{diag}(0,5)$ the positive frequencies are $1$ and $\sqrt{75}$, but $a$ can be at most 1 and $b$ must be at least 5, so the theorem says nothing.

## The sign of the norm, and a one-sided bound that fails

The projection step also shows that $w(x^2-y^2)>0$. Under the same hypotheses, therefore, a solution has positive frequency exactly when $X\cdot X-Y\cdot Y$ is positive. This is the sign used in the customary normalisation $X\cdot X-Y\cdot Y=1$ of excitations.

The absolute value in the bound on $B$ matters. Suppose that only $v\cdot Bv\le b\,v\cdot v$ were required, and take one transition with $A=2$ and $B=-2$. The weakened condition holds with $b=0$, and $a=2$ is allowed. But $X=Y=1$ solves the RPA equations with $w=0$, whereas the claim would demand $w^2\ge4$. Here $A+B=0$, so the system sits at the edge of an instability that an upper bound on $B$ alone does not detect.

## The RPA equations in Lean

```lean
import Mathlib

open Matrix

namespace RPAFrequencyGap

variable {n : Type*} [Fintype n]
```

The type `n` labels the particle-hole transitions, and `Fintype n` makes their number finite. Amplitudes are functions `n → ℝ`, one real number per transition.

```lean
/-- A nonzero real solution of the RPA equations with frequency `w`, excitation amplitudes `X`
and de-excitation amplitudes `Y`. -/
structure IsRPASolution (A B : Matrix n n ℝ) (w : ℝ) (X Y : n → ℝ) : Prop where
  excitation : A *ᵥ X + B *ᵥ Y = w • X
  deexcitation : B *ᵥ X + A *ᵥ Y = -(w • Y)
  nonzero : X ≠ 0 ∨ Y ≠ 0
```

`IsRPASolution A B w X Y` collects the two equations and the requirement that at least one of the amplitude vectors is nonzero. The symbol `*ᵥ` is the matrix-vector product and `•` is multiplication by a scalar. The minus sign in `deexcitation` fixes the convention that $X$ and $Y$ enter the metric with opposite signs. No normalisation is imposed, so solutions of either sign of $w$ are included.

Frequency, matrices and amplitudes are all real. Complex orbitals and frequency-dependent kernels are not covered, and the theorems below neither establish that real solutions exist in general nor exclude complex frequencies.

## Bounds on the coupling matrix

```lean
/-- The squared length of a real amplitude vector is nonnegative. -/
theorem normSq_nonneg (v : n → ℝ) : 0 ≤ v ⬝ᵥ v :=
  Finset.sum_nonneg fun i _ => mul_self_nonneg (v i)
```

The dot product is written `⬝ᵥ`, so `v ⬝ᵥ v` is the squared length $v\cdot v$, a sum of squares.

```lean
/-- A bound `b` on the magnitude of the quadratic form of the coupling matrix, relative to the
squared length of the vector, is nonnegative as soon as there is a nonzero amplitude vector. -/
theorem coupling_nonneg {B : Matrix n n ℝ} {b : ℝ}
    (hb : ∀ v : n → ℝ, |v ⬝ᵥ B *ᵥ v| ≤ b * (v ⬝ᵥ v)) {v : n → ℝ} (hv : v ≠ 0) : 0 ≤ b := by
  have hpos : 0 < v ⬝ᵥ v :=
    lt_of_le_of_ne (normSq_nonneg v) (fun h => hv (dotProduct_self_eq_zero.mp h.symm))
  by_contra hneg
  have h1 := mul_neg_of_neg_of_pos (not_le.mp hneg) hpos
  have h2 := (abs_nonneg _).trans (hb v)
  linarith
```

This is the argument for $b\ge0$. A nonzero `v` has positive squared length; a negative `b` would then make the right side of the bound negative, although it is at least an absolute value. The main theorems can therefore omit $b\ge0$ from their hypotheses, since an RPA solution supplies the nonzero vector.

```lean
/-- For a symmetric coupling matrix, a bound on the magnitude of its quadratic form also bounds its
matrix elements between two different amplitude vectors. -/
theorem coupling_sq_le {B : Matrix n n ℝ} {b : ℝ} (hB : B.IsSymm)
    (hb : ∀ v : n → ℝ, |v ⬝ᵥ B *ᵥ v| ≤ b * (v ⬝ᵥ v)) (X Y : n → ℝ) :
    (X ⬝ᵥ B *ᵥ Y) ^ 2 ≤ b ^ 2 * ((X ⬝ᵥ X) * (Y ⬝ᵥ Y)) := by
  have hsym : Y ⬝ᵥ B *ᵥ X = X ⬝ᵥ B *ᵥ Y := by
    rw [Matrix.dotProduct_mulVec, ← Matrix.mulVec_transpose, hB.eq]
    exact dotProduct_comm _ _
  -- the forms at `c X + Y` and `c X - Y` give a nonnegative quadratic polynomial in `c`
  have hquad : ∀ c : ℝ, 0 ≤ (b * (X ⬝ᵥ X)) * (c * c) + (-2 * (X ⬝ᵥ B *ᵥ Y)) * c
      + b * (Y ⬝ᵥ Y) := by
    intro c
    have h1 := (abs_le.mp (hb (c • X + Y))).2
    have h2 := (abs_le.mp (hb (c • X - Y))).1
    simp only [Matrix.mulVec_add, Matrix.mulVec_smul, dotProduct_add, add_dotProduct,
      smul_dotProduct, dotProduct_smul, smul_eq_mul, hsym] at h1
    simp only [Matrix.mulVec_sub, Matrix.mulVec_smul, dotProduct_sub, sub_dotProduct,
      smul_dotProduct, dotProduct_smul, smul_eq_mul, hsym] at h2
    linarith
  have hd := discrim_le_zero hquad
  unfold discrim at hd
  linarith
```

The conclusion is $p^2\le b^2x^2y^2$, stated with squared lengths so that no square roots are needed. `hsym` is the equality $Y\cdot BX=X\cdot BY$. Within `hquad`, `h1` is the upper bound at $cX+Y$ and `h2` the lower bound at $cX-Y$; after expansion, `linarith` combines them into the nonnegative polynomial in $c$. Mathlib's `discrim_le_zero` then bounds the discriminant, including the case of a vanishing leading coefficient.

Symmetry is needed for this lemma: an antisymmetric matrix has zero quadratic form but can have nonzero matrix elements between different vectors.

## The bound on the squared frequency

```lean
/-- If the form of `A` is bounded below by `a` and that of the symmetric coupling `B` is bounded in
magnitude by `b < a`, every real RPA frequency satisfies `w ^ 2 ≥ a ^ 2 - b ^ 2`. -/
theorem rpa_frequency_sq_ge {A B : Matrix n n ℝ} {a b w : ℝ} {X Y : n → ℝ}
    (hB : B.IsSymm) (ha : ∀ v : n → ℝ, a * (v ⬝ᵥ v) ≤ v ⬝ᵥ A *ᵥ v)
    (hb : ∀ v : n → ℝ, |v ⬝ᵥ B *ᵥ v| ≤ b * (v ⬝ᵥ v)) (hab : b < a)
    (h : IsRPASolution A B w X Y) : a ^ 2 - b ^ 2 ≤ w ^ 2 := by
  have hb0 : 0 ≤ b := h.nonzero.elim (coupling_nonneg hb) (coupling_nonneg hb)
  have hsym : Y ⬝ᵥ B *ᵥ X = X ⬝ᵥ B *ᵥ Y := by
    rw [Matrix.dotProduct_mulVec, ← Matrix.mulVec_transpose, hB.eq]
    exact dotProduct_comm _ _
  -- project the two RPA equations on `X` and `Y`
  have e1 : X ⬝ᵥ A *ᵥ X + X ⬝ᵥ B *ᵥ Y = w * (X ⬝ᵥ X) := by
    rw [← dotProduct_add, h.excitation, dotProduct_smul, smul_eq_mul]
  have e2 : Y ⬝ᵥ B *ᵥ X + Y ⬝ᵥ A *ᵥ Y = -(w * (Y ⬝ᵥ Y)) := by
    rw [← dotProduct_add, h.deexcitation, dotProduct_neg, dotProduct_smul, smul_eq_mul]
  have hu : 0 < X ⬝ᵥ X + Y ⬝ᵥ Y := by
    have hX := normSq_nonneg X
    have hY := normSq_nonneg Y
    rcases h.nonzero with h0 | h0
    · have : X ⬝ᵥ X ≠ 0 := fun hz => h0 (dotProduct_self_eq_zero.mp hz)
      have := lt_of_le_of_ne hX this.symm
      linarith
    · have : Y ⬝ᵥ Y ≠ 0 := fun hz => h0 (dotProduct_self_eq_zero.mp hz)
      have := lt_of_le_of_ne hY this.symm
      linarith
  have haX := ha X
  have haY := ha Y
  have hp := coupling_sq_le hB hb X Y
  -- introduce the lengths `x` and `y` of the two amplitude vectors
  obtain ⟨x, hx0, hx⟩ : ∃ x : ℝ, 0 ≤ x ∧ X ⬝ᵥ X = x ^ 2 :=
    ⟨√(X ⬝ᵥ X), Real.sqrt_nonneg _, (Real.sq_sqrt (normSq_nonneg X)).symm⟩
  obtain ⟨y, hy0, hy⟩ : ∃ y : ℝ, 0 ≤ y ∧ Y ⬝ᵥ Y = y ^ 2 :=
    ⟨√(Y ⬝ᵥ Y), Real.sqrt_nonneg _, (Real.sq_sqrt (normSq_nonneg Y)).symm⟩
  rw [hx] at e1 hu haX hp
  rw [hy] at e2 hu haY hp
  have hp' : (X ⬝ᵥ B *ᵥ Y) ^ 2 ≤ (b * (x * y)) ^ 2 := by
    calc (X ⬝ᵥ B *ᵥ Y) ^ 2 ≤ b ^ 2 * (x ^ 2 * y ^ 2) := hp
      _ = (b * (x * y)) ^ 2 := by ring
  have hlow := (abs_le.mp (abs_le_of_sq_le_sq hp'
    (mul_nonneg hb0 (mul_nonneg hx0 hy0)))).1
  have hE : a * (x ^ 2 + y ^ 2) - 2 * b * (x * y) ≤ w * (x ^ 2 - y ^ 2) := by
    linarith
  have hEpos : 0 < a * (x ^ 2 + y ^ 2) - 2 * b * (x * y) := by
    have h1 := mul_pos (sub_pos.mpr hab) hu
    have h2 := mul_nonneg hb0 (sq_nonneg (x - y))
    linarith
  have hd : x ^ 2 - y ^ 2 ≠ 0 := by
    intro hz
    rw [hz, mul_zero] at hE
    linarith
  have hd2 : 0 < (x ^ 2 - y ^ 2) ^ 2 := by positivity
  -- square the inequality and complete the square
  have hsq := pow_le_pow_left₀ hEpos.le hE 2
  have hrest := sq_nonneg (2 * a * (x * y) - b * (x ^ 2 + y ^ 2))
  have hfin : (a ^ 2 - b ^ 2) * (x ^ 2 - y ^ 2) ^ 2 ≤ w ^ 2 * (x ^ 2 - y ^ 2) ^ 2 := by
    linarith
  exact le_of_mul_le_mul_right hfin hd2
```

In words: if $B$ is symmetric, the form of $A$ is at least $a$, the form of $B$ is at most $b$ in magnitude, and $b<a$, then any real RPA solution has $w^2\ge a^2-b^2$. The hypotheses `ha` and `hb` range over all real vectors, not just over the solution. Symmetry of $A$ is not assumed, although the physical matrix has it.

The proof follows the derivation above:

- `e1` and `e2` are the projected equations, and `hu` says that $x^2+y^2>0$.
- The two `obtain` lines introduce the lengths $x$ and $y$ as square roots of the squared lengths.
- `hlow` is the lower half of $|p|\le bxy$, the only half that is needed.
- `hE` is the projected inequality, and `hEpos` shows that its left side is positive through the split into $(a-b)(x^2+y^2)$ and $b(x-y)^2$.
- `hd` excludes $x^2=y^2$, since `hE` would then put a positive number below zero or equal to it.
- `hsq` squares the inequality and `hrest` is the square to be dropped. The call to `linarith` that proves `hfin` checks the polynomial identity while combining them, and the last line cancels $(x^2-y^2)^2$.

## The linear bound and its strict form

```lean
/-- If the form of `A` is bounded below by `a` and that of the symmetric coupling `B` is bounded in
magnitude by `b < a`, every real RPA frequency has magnitude at least `a - b`. -/
theorem rpa_frequency_abs_ge {A B : Matrix n n ℝ} {a b w : ℝ} {X Y : n → ℝ}
    (hB : B.IsSymm) (ha : ∀ v : n → ℝ, a * (v ⬝ᵥ v) ≤ v ⬝ᵥ A *ᵥ v)
    (hb : ∀ v : n → ℝ, |v ⬝ᵥ B *ᵥ v| ≤ b * (v ⬝ᵥ v)) (hab : b < a)
    (h : IsRPASolution A B w X Y) : a - b ≤ |w| := by
  have hb0 : 0 ≤ b := h.nonzero.elim (coupling_nonneg hb) (coupling_nonneg hb)
  have hw := rpa_frequency_sq_ge hB ha hb hab h
  by_contra hlt
  have h1 := pow_lt_pow_left₀ (not_le.mp hlt) (abs_nonneg w) two_ne_zero
  rw [sq_abs] at h1
  have h2 := mul_nonneg hb0 (sub_pos.mpr hab).le
  linarith
```

This is $|w|\ge a-b$. If $|w|$ were smaller than $a-b$, squaring would give $w^2<(a-b)^2$. That contradicts the previous theorem together with `h2`, which states $b(a-b)\ge0$.

```lean
/-- If the form of `A` is bounded below by `a` and that of the symmetric coupling `B` is bounded in
magnitude by `b`, with `0 < b < a`, every real RPA frequency has magnitude strictly larger than `a -
b`. -/
theorem rpa_frequency_abs_gt {A B : Matrix n n ℝ} {a b w : ℝ} {X Y : n → ℝ}
    (hB : B.IsSymm) (ha : ∀ v : n → ℝ, a * (v ⬝ᵥ v) ≤ v ⬝ᵥ A *ᵥ v)
    (hb : ∀ v : n → ℝ, |v ⬝ᵥ B *ᵥ v| ≤ b * (v ⬝ᵥ v)) (hb0 : 0 < b) (hab : b < a)
    (h : IsRPASolution A B w X Y) : a - b < |w| := by
  have hw := rpa_frequency_sq_ge hB ha hb hab h
  by_contra hle
  have h1 := pow_le_pow_left₀ (abs_nonneg w) (not_lt.mp hle) 2
  rw [sq_abs] at h1
  have h2 := mul_pos hb0 (sub_pos.mpr hab)
  linarith
```

With $b>0$ the product $b(a-b)$ is strictly positive, so even $|w|=a-b$ is impossible. At $b=0$ equality can occur: a single uncoupled transition of energy $a$ has $w=a$.

## A solution that attains the squared bound

```lean
/-- For `0 < a` and `0 ≤ b ≤ a`, in any dimension, the matrices `A = a 1` and `B = b 1` obey the
form bounds with constants `a` and `b` and have an explicit RPA solution of frequency `√(a ^ 2 - b ^
2)` along any nonzero vector `v`. -/
theorem rpa_frequency_sharp_witness [DecidableEq n] {a b : ℝ} (ha : 0 < a) (hb : 0 ≤ b)
    (hab : b ≤ a) {v : n → ℝ} (hv : v ≠ 0) :
    (b • (1 : Matrix n n ℝ)).IsSymm ∧
    (∀ u : n → ℝ, a * (u ⬝ᵥ u) ≤ u ⬝ᵥ (a • (1 : Matrix n n ℝ)) *ᵥ u) ∧
    (∀ u : n → ℝ, |u ⬝ᵥ (b • (1 : Matrix n n ℝ)) *ᵥ u| ≤ b * (u ⬝ᵥ u)) ∧
    IsRPASolution (a • (1 : Matrix n n ℝ)) (b • (1 : Matrix n n ℝ)) (√(a ^ 2 - b ^ 2))
      ((a + √(a ^ 2 - b ^ 2)) • v) (-(b • v)) := by
  have key : ∀ (c : ℝ) (u : n → ℝ), (c • (1 : Matrix n n ℝ)) *ᵥ u = c • u := by
    intro c u
    rw [Matrix.smul_mulVec, Matrix.one_mulVec]
  have hw : √(a ^ 2 - b ^ 2) ^ 2 = a ^ 2 - b ^ 2 :=
    Real.sq_sqrt (sub_nonneg.mpr (pow_le_pow_left₀ hb hab 2))
  have hw0 := Real.sqrt_nonneg (a ^ 2 - b ^ 2)
  refine ⟨by simp [Matrix.IsSymm], fun u => ?_, fun u => ?_, ?_, ?_, Or.inl ?_⟩
  · rw [key, dotProduct_smul, smul_eq_mul]
  · rw [key, dotProduct_smul, smul_eq_mul, abs_of_nonneg (mul_nonneg hb (normSq_nonneg u))]
  · rw [key, key]
    ext i
    simp only [Pi.add_apply, Pi.smul_apply, Pi.neg_apply, smul_eq_mul]
    linear_combination (-(v i)) * hw
  · rw [key, key]
    ext i
    simp only [Pi.add_apply, Pi.smul_apply, Pi.neg_apply, smul_eq_mul]
    ring
  · exact smul_ne_zero (by linarith : (0 : ℝ) < a + √(a ^ 2 - b ^ 2)).ne' hv

end RPAFrequencyGap
```

The matrices $a\mathbf 1$ and $b\mathbf 1$ describe identical transitions, each with its own excitation coupled only to its own de-excitation. The theorem is a conjunction: $B$ is symmetric, both form bounds hold with constants $a$ and $b$, and the stated vectors solve the RPA equations at $w=\sqrt{a^2-b^2}$. For $b<a$ these are the hypotheses of the squared bound, which therefore cannot be improved in terms of $a$ and $b$ alone, for any number of transitions from one upwards.

The solution is $X=(a+w)v$, $Y=-bv$ for any nonzero $v$. Substitution into the first equation gives

$$aX+bY=(a^2-b^2+aw)v=(w^2+aw)v=wX,$$

which is the step closed by `linear_combination` using `hw`, the relation $w^2=a^2-b^2$. The second equation reads $b(a+w)v-abv=bwv=-wY$ and needs only `ring`.

These vectors are unnormalised, with $X\cdot X-Y\cdot Y=2w(a+w)\,v\cdot v$. For $b<a$ and $|v|=1$, the amplitudes normalised to $X\cdot X-Y\cdot Y=1$ are

$$X=\sqrt{\frac{a+w}{2w}}\;v,\qquad Y=-\frac{b}{\sqrt{2w(a+w)}}\;v .$$

For $a=5$, $b=3$ and one transition they are $3/\sqrt8$ and $-1/\sqrt8$. The theorem also admits $b=a$, where $w=0$ and the solution has zero norm, so this normalisation is unavailable.

```lean
#print axioms RPAFrequencyGap.rpa_frequency_abs_ge
#print axioms RPAFrequencyGap.rpa_frequency_abs_gt
```

```
'RPAFrequencyGap.rpa_frequency_abs_ge' depends on axioms: [propext, Classical.choice, Quot.sound]
'RPAFrequencyGap.rpa_frequency_abs_gt' depends on axioms: [propext, Classical.choice, Quot.sound]
```
